# At fixed wave number and mean square displacement, the sign average of exp(iqu) over N equal modes tends to the Debye–Waller factor

A nuclear displacement $u$ along a scattering direction multiplies an amplitude of wave number $q$ by $e^{iqu}$. In a harmonic crystal $u$ is Gaussian in thermal equilibrium. A special displacement instead gives each mode $v$ a fixed real amplitude $a_v$ and a sign $s_v=\pm1$. The question is how well an average over signs reproduces the thermal one.

In Lean 4 with Mathlib:

```lean
import Mathlib

open Filter Topology

namespace SpecialDisplacement

noncomputable section
```

Signs are stored as Booleans, with `true` for $+1$ and `false` for $-1$.

```lean
/-- The sign `+1` or `-1` with which a mode is displaced. -/
def modeSign : Bool → ℝ
  | true => 1
  | false => -1
```

The $N$ modes are indexed by `Fin N`, and $u(s)=\sum_v s_v a_v$ is a single real coordinate.

```lean
/-- The displacement `u = ∑ s_v a_v` produced by mode amplitudes `a_v` and signs `s_v`. -/
def displacement {N : ℕ} (a : Fin N → ℝ) (s : Fin N → Bool) : ℝ :=
  ∑ v, modeSign (s v) * a v
```

All $2^N$ sign configurations have equal weight, so the average is a finite sum:
$$\langle e^{iqu}\rangle=2^{-N}\sum_s e^{iqu(s)}.$$

```lean
/-- The average of the phase factor `exp(iqu)` over all `2^N` sign configurations. -/
def phaseAverage {N : ℕ} (q : ℝ) (a : Fin N → ℝ) : ℂ :=
  (∑ s : Fin N → Bool, Complex.exp (Complex.I * q * (displacement a s : ℝ))) / 2 ^ N
```

For mean square displacement $m$, the Debye–Waller factor is here $e^{-q^2m/2}$, the factor for amplitudes; intensities carry its square.

```lean
/-- The Debye-Waller factor `exp(-q² m / 2)` for wave number `q` and mean square
displacement `m`. -/
def debyeWaller (q m : ℝ) : ℝ := Real.exp (-(q ^ 2 * m) / 2)
```

## The thermal reference

For $\sigma\neq0$, completing the square gives
$$-\frac{u^2}{2\sigma^2}+iqu=-\frac{(u-iq\sigma^2)^2}{2\sigma^2}-\frac{q^2\sigma^2}{2}.$$
The shifted Gaussian integrates to one, which leaves $e^{-q^2\sigma^2/2}$. For $\sigma=0$ the measure is a point mass at zero and both sides are 1. The proof takes this integral from Mathlib's characteristic function of `gaussianReal`.

```lean
/-- The Debye-Waller factor is the average of `exp(iqu)` over a centred Gaussian
displacement `u` of variance `σ²`. -/
theorem gaussian_average (q σ : ℝ) :
    ∫ u : ℝ, Complex.exp (Complex.I * q * u)
      ∂(ProbabilityTheory.gaussianReal 0 (Real.toNNReal (σ ^ 2)))
      = (debyeWaller q (σ ^ 2) : ℂ) := by
  have h := ProbabilityTheory.charFun_gaussianReal (μ := 0) (v := Real.toNNReal (σ ^ 2)) q
  rw [MeasureTheory.charFun_apply_real] at h
  have hv : ((Real.toNNReal (σ ^ 2) : NNReal) : ℝ) = σ ^ 2 :=
    Real.coe_toNNReal _ (sq_nonneg σ)
  have e : ∀ u : ℝ, Complex.I * (q : ℂ) * (u : ℂ) = q * u * Complex.I := fun u => by ring
  simp_rw [e]
  rw [h, hv, debyeWaller, Complex.ofReal_exp]
  congr 1
  push_cast
  ring
```

## One cosine per mode

The exponential of a sum is a product, so the sum over configurations factorises:
$$\sum_s\prod_v e^{iqs_va_v}=\prod_v\left(e^{iqa_v}+e^{-iqa_v}\right)=2^N\prod_v\cos(qa_v).$$
In the proof, `h` splits the exponential, `key` exchanges sum and product, and `hc` adds the two signs.

```lean
/-- The sign average of `exp(iqu)` factorises into one cosine per mode. -/
theorem phaseAverage_eq_prod_cos {N : ℕ} (q : ℝ) (a : Fin N → ℝ) :
    phaseAverage q a = ((∏ v, Real.cos (q * a v) : ℝ) : ℂ) := by
  -- the exponential of the total displacement is a product over modes
  have h : ∀ s : Fin N → Bool, Complex.exp (Complex.I * q * (displacement a s : ℝ))
      = ∏ v, Complex.exp (Complex.I * q * ((modeSign (s v) : ℂ) * a v)) := by
    intro s
    rw [← Complex.exp_sum, ← Finset.mul_sum]
    simp only [displacement, Complex.ofReal_sum, Complex.ofReal_mul]
  -- the two signs of one mode add up to twice a cosine
  have hc : ∀ v, ∑ b : Bool, Complex.exp (Complex.I * q * ((modeSign b : ℂ) * a v))
      = 2 * Complex.cos (q * a v) := by
    intro v
    have h1 : Complex.I * q * ((modeSign true : ℂ) * a v) = q * a v * Complex.I := by
      rw [show modeSign true = 1 from rfl]
      push_cast
      ring
    have h2 : Complex.I * q * ((modeSign false : ℂ) * a v) = -(q * a v) * Complex.I := by
      rw [show modeSign false = -1 from rfl]
      push_cast
      ring
    rw [Fintype.sum_bool, Complex.two_cos, h1, h2]
  have key : ∑ s : Fin N → Bool,
      ∏ v, Complex.exp (Complex.I * q * ((modeSign (s v) : ℂ) * a v))
      = ∏ v, ∑ b : Bool, Complex.exp (Complex.I * q * ((modeSign b : ℂ) * a v)) := by
    rw [Finset.prod_univ_sum, Fintype.piFinset_univ]
  rw [phaseAverage, Finset.sum_congr rfl (fun s _ => h s), key,
    Finset.prod_congr rfl (fun v _ => hc v), Finset.prod_mul_distrib, Finset.prod_const,
    Finset.card_univ, Fintype.card_fin, mul_div_cancel_left₀ _ (pow_ne_zero N two_ne_zero)]
  push_cast
  rfl
```

## Cosine against Gaussian

For real $y$, both $\cos y$ and $e^{-y^2/2}$ lie between $1-y^2/2$ and $1-y^2/2+y^4/8$, so they differ by at most $y^4/8$. The lower bounds are standard.

For the Gaussian's upper bound (`heu`), put $t=y^2/2$. Then $e^t\ge1+t+t^2/2$ and
$$(1-t+t^2/2)(1+t+t^2/2)=1+t^4/4\ge1,$$
hence $e^{-t}\le1-t+t^2/2$.

For the cosine's (`hcu`), put $w=(y/2)^2$; the target is $1-2w+2w^2$. If $w\le1$, then $0\le\cos(y/2)\le1-w/2+5w^2/96$, and $\cos y=2\cos^2(y/2)-1$ gives
$$\cos y\le1-2w+\tfrac{17}{24}w^2-\tfrac{5}{48}w^3+\tfrac{25}{4608}w^4\le1-2w+2w^2,$$
using $w^4\le w^2$. If $w>1$, the target exceeds $1\ge\cos y$.

```lean
/-- For one mode, the cosine and the Gaussian factor differ by at most `y⁴/8`. -/
theorem abs_cos_sub_gaussian_le (y : ℝ) :
    |Real.cos y - Real.exp (-y ^ 2 / 2)| ≤ y ^ 4 / 8 := by
  have hcl : 1 - y ^ 2 / 2 ≤ Real.cos y := Real.one_sub_sq_div_two_le_cos
  have hel := Real.add_one_le_exp (-y ^ 2 / 2)
  -- upper bound on the Gaussian, from the quadratic lower bound on its inverse
  have heu : Real.exp (-y ^ 2 / 2) ≤ 1 - y ^ 2 / 2 + y ^ 4 / 8 := by
    have hq := Real.quadratic_le_exp_of_nonneg (show 0 ≤ y ^ 2 / 2 by positivity)
    have hp : 0 ≤ 1 - y ^ 2 / 2 + y ^ 4 / 8 := by nlinarith [sq_nonneg (y ^ 2 / 2 - 1)]
    have hm := mul_le_mul_of_nonneg_left hq hp
    have h1 : Real.exp (-y ^ 2 / 2) * Real.exp (y ^ 2 / 2) = 1 := by
      rw [← Real.exp_add, show -y ^ 2 / 2 + y ^ 2 / 2 = 0 by ring, Real.exp_zero]
    refine le_of_mul_le_mul_right ?_ (Real.exp_pos (y ^ 2 / 2))
    rw [h1]
    have h8 : 0 ≤ y ^ 8 := by positivity
    nlinarith
  -- upper bound on the cosine, by halving the angle
  have hcu : Real.cos y ≤ 1 - y ^ 2 / 2 + y ^ 4 / 8 := by
    by_cases h : |y / 2| ≤ 1
    · have hb := (abs_le.mp (Real.cos_bound h)).2
      have h4 : |y / 2| ^ 4 = (y / 2) ^ 4 := by
        rw [← abs_pow]
        exact abs_of_nonneg (by positivity)
      rw [h4] at hb
      have hlow : 1 - (y / 2) ^ 2 / 2 ≤ Real.cos (y / 2) := Real.one_sub_sq_div_two_le_cos
      have hw : (y / 2) ^ 2 ≤ 1 := (sq_le_one_iff_abs_le_one _).mpr h
      have hc : Real.cos y = 2 * Real.cos (y / 2) ^ 2 - 1 := by
        rw [← Real.cos_two_mul]
        congr 1
        ring
      have hU : Real.cos (y / 2) ≤ 1 - (y / 2) ^ 2 / 2 + (y / 2) ^ 4 * (5 / 96) := by
        linarith
      have hsq := pow_le_pow_left₀ (by linarith : 0 ≤ Real.cos (y / 2)) hU 2
      have h84 : ((y / 2) ^ 2) ^ 4 ≤ ((y / 2) ^ 2) ^ 2 :=
        pow_le_pow_of_le_one (sq_nonneg _) hw (by norm_num)
      have h6 : 0 ≤ ((y / 2) ^ 2) ^ 3 := by positivity
      have h40 : 0 ≤ ((y / 2) ^ 2) ^ 2 := by positivity
      rw [hc]
      nlinarith
    · have h1 : 1 < (y / 2) ^ 2 := (one_lt_sq_iff_one_lt_abs _).mpr (not_le.mp h)
      nlinarith [Real.cos_le_one y, mul_nonneg (sq_nonneg (y / 2)) (sub_nonneg.2 h1.le)]
  rw [abs_le]
  constructor <;> linarith
```

## From one mode to many

Let $P$ and $Q$ be products of factors of modulus at most one. Adding factors $x$ and $y$ of the same kind gives
$$xP-yQ=(x-y)P+y(P-Q),$$
so $|xP-yQ|\le|x-y|+|P-Q|$. Induction over the set of modes gives the sum of factor differences. In this lemma `a` and `b` are the factors, not amplitudes.

```lean
/-- Two products of real factors of modulus at most one differ by at most the sum of the
differences of their factors. -/
theorem abs_prod_sub_prod_le {N : ℕ} (a b : Fin N → ℝ) (ha : ∀ i, |a i| ≤ 1)
    (hb : ∀ i, |b i| ≤ 1) (t : Finset (Fin N)) :
    |∏ i ∈ t, a i - ∏ i ∈ t, b i| ≤ ∑ i ∈ t, |a i - b i| := by
  induction t using Finset.induction_on with
  | empty => simp
  | insert j t hj ih =>
    rw [Finset.prod_insert hj, Finset.prod_insert hj, Finset.sum_insert hj]
    have hA : |∏ i ∈ t, a i| ≤ 1 := by
      rw [Finset.abs_prod]
      exact Finset.prod_le_one (fun i _ => abs_nonneg _) (fun i _ => ha i)
    -- exchange one factor at a time
    calc |a j * ∏ i ∈ t, a i - b j * ∏ i ∈ t, b i|
        = |(a j - b j) * ∏ i ∈ t, a i + b j * (∏ i ∈ t, a i - ∏ i ∈ t, b i)| := by
          congr 1
          ring
      _ ≤ |a j - b j| * |∏ i ∈ t, a i| + |b j| * |∏ i ∈ t, a i - ∏ i ∈ t, b i| := by
          rw [← abs_mul, ← abs_mul]
          exact abs_add_le _ _
      _ ≤ |a j - b j| + ∑ i ∈ t, |a i - b i| :=
          add_le_add (mul_le_of_le_one_right (abs_nonneg _) hA)
            ((mul_le_of_le_one_left (abs_nonneg _) (hb j)).trans ih)
```

The Debye–Waller factor also factorises, as $\prod_v e^{-(qa_v)^2/2}$ (`hdw`). The two preceding bounds then give an error of at most $\sum_v(qa_v)^4/8$, for arbitrary real amplitudes.

```lean
/-- For arbitrary mode amplitudes `a_v`, the sign average of `exp(iqu)` differs from the
Debye-Waller factor of mean square displacement `∑ a_v²` by at most `q⁴ ∑ a_v⁴ / 8`. -/
theorem phaseAverage_error {N : ℕ} (q : ℝ) (a : Fin N → ℝ) :
    ‖phaseAverage q a - (debyeWaller q (∑ v, a v ^ 2) : ℂ)‖
      ≤ q ^ 4 * (∑ v, a v ^ 4) / 8 := by
  have hdw : debyeWaller q (∑ v, a v ^ 2) = ∏ v, Real.exp (-(q * a v) ^ 2 / 2) := by
    rw [debyeWaller, ← Real.exp_sum]
    congr 1
    rw [Finset.mul_sum, ← Finset.sum_neg_distrib, Finset.sum_div]
    exact Finset.sum_congr rfl (fun v _ => by ring)
  rw [phaseAverage_eq_prod_cos, hdw, ← Complex.ofReal_sub, Complex.norm_real,
    Real.norm_eq_abs]
  refine (abs_prod_sub_prod_le _ _ (fun v => Real.abs_cos_le_one _) (fun v => ?_) _).trans ?_
  · rw [abs_of_pos (Real.exp_pos _), Real.exp_le_one_iff]
    nlinarith [sq_nonneg (q * a v)]
  · rw [Finset.mul_sum, Finset.sum_div]
    refine Finset.sum_le_sum (fun v _ => ?_)
    rw [← mul_pow]
    exact abs_cos_sub_gaussian_le (q * a v)
```

## Equal amplitudes

Setting $a_v=\sigma/\sqrt N$ makes all cosines equal.

```lean
/-- With equal amplitudes `σ/√N`, the sign average of `exp(iqu)` is `cos(qσ/√N)^N`. -/
theorem phaseAverage_uniform (N : ℕ) (q σ : ℝ) :
    phaseAverage q (fun _ : Fin N => σ / √N) = ((Real.cos (q * σ / √N) ^ N : ℝ) : ℂ) := by
  rw [phaseAverage_eq_prod_cos, Finset.prod_const, Finset.card_univ, Fintype.card_fin,
    mul_div_assoc]
```

Now $\sum_v a_v^2=\sigma^2$ and $\sum_v a_v^4=\sigma^4/N$, so for $N>0$ the error is at most $(q\sigma)^4/(8N)$.

```lean
/-- With `N > 0` modes of equal amplitude `σ/√N`, the sign average differs from the
Debye-Waller factor by at most `(qσ)⁴/(8N)`. -/
theorem phaseAverage_uniform_error {N : ℕ} (hN : 0 < N) (q σ : ℝ) :
    ‖phaseAverage q (fun _ : Fin N => σ / √N) - (debyeWaller q (σ ^ 2) : ℂ)‖
      ≤ (q * σ) ^ 4 / (8 * N) := by
  have hN' : (N : ℝ) ≠ 0 := Nat.cast_ne_zero.mpr hN.ne'
  have hs : √(N : ℝ) ^ 2 = N := Real.sq_sqrt (Nat.cast_nonneg N)
  have hs4 : √(N : ℝ) ^ 4 = (N : ℝ) ^ 2 := by
    calc √(N : ℝ) ^ 4 = (√(N : ℝ) ^ 2) ^ 2 := by ring
      _ = (N : ℝ) ^ 2 := by rw [hs]
  have h2 : ∑ _v : Fin N, (σ / √N) ^ 2 = σ ^ 2 := by
    rw [Finset.sum_const, Finset.card_univ, Fintype.card_fin, nsmul_eq_mul, div_pow, hs]
    field_simp
  have h4 : q ^ 4 * (∑ _v : Fin N, (σ / √N) ^ 4) / 8 = (q * σ) ^ 4 / (8 * N) := by
    rw [Finset.sum_const, Finset.card_univ, Fintype.card_fin, nsmul_eq_mul, div_pow, hs4,
      mul_pow]
    field_simp
  have h := phaseAverage_error q (fun _ : Fin N => σ / √N)
  rw [h2, h4] at h
  exact h
```

Take $N=4$ and $q\sigma=1$. Then $u/\sigma$ is $\pm2,\pm1,0$ with total weights $2,8,6$ out of 16, and the average is
$$\frac{2\cos2+8\cos1+6}{16}\approx0.5931=\cos^4\tfrac12.$$
The Gaussian value is $e^{-1/2}\approx0.6065$; the difference, $0.0134$, is below the bound $1/32\approx0.0313$.

At fixed $q$ and $\sigma$ the bound tends to zero, and a squeeze gives the limit.

```lean
/-- As the number of modes grows at fixed `q` and `σ`, the sign average of `exp(iqu)` with
equal amplitudes `σ/√N` converges to the Debye-Waller factor `exp(-q²σ²/2)`. -/
theorem phaseAverage_tendsto_debyeWaller (q σ : ℝ) :
    Tendsto (fun N : ℕ => phaseAverage q (fun _ : Fin N => σ / √N)) atTop
      (𝓝 (debyeWaller q (σ ^ 2) : ℂ)) := by
  rw [tendsto_iff_norm_sub_tendsto_zero]
  refine squeeze_zero' (Eventually.of_forall fun N => norm_nonneg _) ?_
    (tendsto_const_div_atTop_nhds_zero_nat ((q * σ) ^ 4 / 8))
  filter_upwards [eventually_gt_atTop 0] with N hN
  rw [div_div]
  exact phaseAverage_uniform_error hN q σ
```

The number of modes needed depends on $q$. If $q\sigma=\pi\sqrt N$, every cosine is $\cos\pi=-1$ for $N>0$, and the average $(-1)^N$ shows no damping. For $N=0$ the empty product is 1.

```lean
/-- At a wave number with `qσ = π√N`, the sign average over `N` modes of equal amplitude
`σ/√N` is `(-1)^N`. -/
theorem phaseAverage_revival (N : ℕ) (q σ : ℝ) (h : q * σ = Real.pi * √N) :
    phaseAverage q (fun _ : Fin N => σ / √N) = (-1) ^ N := by
  rw [phaseAverage_uniform, h]
  rcases Nat.eq_zero_or_pos N with h0 | hN
  · subst h0
    simp
  · have hs : √(N : ℝ) ≠ 0 := (Real.sqrt_pos.mpr (Nat.cast_pos.mpr hN)).ne'
    rw [mul_div_assoc, div_self hs, mul_one, Real.cos_pi]
    push_cast
    rfl

end

end SpecialDisplacement
```

```lean
#print axioms SpecialDisplacement.gaussian_average
-- 'SpecialDisplacement.gaussian_average' depends on axioms: [propext, Classical.choice, Quot.sound]
#print axioms SpecialDisplacement.phaseAverage_tendsto_debyeWaller
-- 'SpecialDisplacement.phaseAverage_tendsto_debyeWaller' depends on axioms: [propext, Classical.choice, Quot.sound]
#print axioms SpecialDisplacement.phaseAverage_revival
-- 'SpecialDisplacement.phaseAverage_revival' depends on axioms: [propext, Classical.choice, Quot.sound]
```

## Relation to supercell calculations

Special displacements are used in electronic-structure calculations at finite temperature; the result concerns only the phase factor of one displacement coordinate, averaged over all signs. Such a calculation typically uses one chosen sign configuration, and the step from the full average to that single choice needs a separate argument.

The signs could also be modelled as independent random variables on a probability space. The central limit theorem would then give the limit for every bounded continuous function of $u$, but by itself no error bound at finite $N$.
